# The reciprocal lattice of fcc is bcc, and that of bcc is fcc

Suppose the reciprocal lattice of a face-centred cubic crystal with cube edge $a$ were taken to be simple cubic with spacing $2\pi/a$, as the cubic cell suggests. It would then contain $\mathbf k=\frac{2\pi}{a}(1,0,0)$. At the lattice point $\frac a2(1,1,0)$ the phase $\mathbf k\cdot x$ is $\pi$, so the plane wave equals $-1$ there and $+1$ at the origin. It does not have the period of the crystal. A plane-wave basis for lattice-periodic functions would contain functions that do not belong in it.

The correct set is body-centred cubic with cube edge $4\pi/a$: the vectors $\frac{2\pi}{a}(h,k,l)$ with $h,k,l$ all even or all odd. For a perfect infinite crystal, these are the wave vectors available to the Fourier series of a lattice-periodic potential or density. The result follows from a statement in $n$ dimensions about $D_n$, the integer vectors with even coordinate sum.

## Finitely many coordinates, with no minimum number

The finite type `ι` labels the Cartesian axes, and a vector is a function `ι → ℝ`. Finiteness makes $y\cdot x=\sum_i y_i x_i$ an ordinary finite sum; with infinitely many axes, the sum could diverge.

```lean
import Mathlib

open Matrix
open scoped Real

namespace FccBccDuality

noncomputable section

variable {ι : Type*} [Fintype ι]
```

The number of axes $n$ has no lower bound. For $n=1$, $D_1$ is the even integers and its dual is the multiples of $\frac12$, in agreement with the general formula. For $n=0$ every set involved contains only the zero vector.

The two basic lattices are sets of points. The second is $\mathbb Z^n$ together with its translate by $(\frac12,\dots,\frac12)$.

```lean
/-- The lattice `D_n`: vectors with integer coordinates whose sum is even. -/
def evenSumLattice (ι : Type*) [Fintype ι] : Set (ι → ℝ) :=
  {x | ∃ m : ι → ℤ, Even (∑ i, m i) ∧ ∀ i, x i = m i}

/-- The body-centred hypercubic lattice: the integer vectors together with their
translates by `(1/2, ..., 1/2)`. -/
def centredLattice (ι : Type*) : Set (ι → ℝ) :=
  {y | (∃ m : ι → ℤ, ∀ i, y i = m i) ∨ ∃ m : ι → ℤ, ∀ i, y i = m i + 1 / 2}
```

The dual of a set $L$ consists of the vectors with an integer dot product against every member of $L$. The reciprocal lattice consists of the wave vectors $\mathbf k$ with $e^{i\mathbf k\cdot x}=1$ for every $x$ in $L$.

```lean
/-- The dual of `L`: vectors whose dot product with every vector of `L` is an integer. -/
def dualLattice (L : Set (ι → ℝ)) : Set (ι → ℝ) :=
  {y | ∀ x ∈ L, ∃ k : ℤ, y ⬝ᵥ x = k}

/-- The reciprocal lattice of `L`: wave vectors whose plane wave equals one at every
point of `L`. -/
def reciprocalLattice (L : Set (ι → ℝ)) : Set (ι → ℝ) :=
  {k | ∀ x ∈ L, Complex.exp (((k ⬝ᵥ x : ℝ) : ℂ) * Complex.I) = 1}
```

Physical lengths enter by scaling.

```lean
/-- The set `L` with all its vectors multiplied by the real number `c`. -/
def scaled (c : ℝ) (L : Set (ι → ℝ)) : Set (ι → ℝ) :=
  {x | ∃ u ∈ L, x = c • u}
```

An integer triple with even sum has either three even entries or one even and two odd. Multiplied by $a/2$, the first kind gives the cube corners and the second the face centres, so `fcc a` is the usual lattice with its axes along the cube edges. In `bcc a` the half-integer vectors are the body centres.

```lean
/-- The face-centred cubic lattice with conventional cube edge `a`. -/
def fcc (a : ℝ) : Set (Fin 3 → ℝ) := scaled (a / 2) (evenSumLattice (Fin 3))

/-- The body-centred cubic lattice with conventional cube edge `a`. -/
def bcc (a : ℝ) : Set (Fin 3 → ℝ) := scaled a (centredLattice (Fin 3))
```

These definitions describe lattice points only. An atomic basis, and with it the structure factors that can extinguish reflections, is not part of the model.

## An integer dot product with every lattice vector

Let $y$ be in the dual of $D_n$, and let $e_i$ be the unit vector along axis $i$. The vector $e_i+e_j$ has coordinate sum 2, also when $i=j$, so it lies in $D_n$. Therefore

$$y\cdot(e_i+e_j)=y_i+y_j\in\mathbb Z\qquad\text{for all } i,j.$$

The lemma below builds this test vector from two indicator functions, checks its membership in `evenSumLattice ι`, and evaluates the dot product.

```lean
/-- Any two coordinates, equal or different, of a vector dual to `D_n` add up to an integer. -/
theorem pair_sum_integer {y : ι → ℝ} (hy : y ∈ dualLattice (evenSumLattice ι)) (i j : ι) :
    ∃ k : ℤ, y i + y j = k := by
  classical
  -- test `y` against the lattice vector `e_i + e_j`
  have hmem : (fun l => (if l = i then (1 : ℝ) else 0) + (if l = j then (1 : ℝ) else 0))
      ∈ evenSumLattice ι := by
    refine ⟨fun l => (if l = i then 1 else 0) + (if l = j then 1 else 0), ?_, ?_⟩
    · simp [Finset.sum_add_distrib]
    · intro l
      simp
  obtain ⟨k, hk⟩ := hy _ hmem
  refine ⟨k, ?_⟩
  rw [← hk]
  simp [dotProduct, mul_add, Finset.sum_add_distrib]
```

The condition must hold for enough lattice vectors. In two dimensions, $y=(\frac14,\frac34)$ passes the test against $e_1+e_2$, but fails against $2e_1$, which is the case $i=j=1$. Allowing equal indices is also what lets the argument work for $n=1$.

## Even coordinate sums

Evenness expresses face centring: in three dimensions it keeps the corners and face centres of the cube and removes the other points of the cubic grid with spacing $a/2$. The derivation relies on it to show that the half-shifted vectors lie in the dual; in the other direction it is only checked for the test vectors $e_i+e_j$.

In the forward direction, $D_n$ supplies only the pair sums above. If every $y_i$ is an integer, $y$ lies in $\mathbb Z^n$. Otherwise some $y_{i_0}$ is not an integer, while $2y_{i_0}=k$ is. If $k=2r$, then $y_{i_0}=r$, a contradiction. So $k=2r+1$ and $y_{i_0}=r+\frac12$. For each $j$, write $y_{i_0}+y_j=m_j$ with $m_j$ an integer. Then

$$y_j=m_j-r-\tfrac12=(m_j-r-1)+\tfrac12,$$

so every coordinate is half-odd.

In the other direction, let $x_i=p_i$ be integers with $\sum_i p_i=2q$. If $y_i=m_i$, then $y\cdot x=\sum_i m_ip_i$ is an integer. If $y_i=m_i+\frac12$, then

$$y\cdot x=\sum_i m_ip_i+\tfrac12\sum_i p_i=\sum_i m_ip_i+q,$$

again an integer.

```lean
/-- In any finite dimension, the dual of `D_n` is the body-centred hypercubic lattice. -/
theorem dual_evenSumLattice : dualLattice (evenSumLattice ι) = centredLattice ι := by
  ext y
  constructor
  · intro hy
    have h := pair_sum_integer hy
    by_cases hint : ∀ i, ∃ m : ℤ, y i = m
    · choose m hm using hint
      exact Or.inl ⟨m, hm⟩
    · -- one non-integer coordinate is half-odd and forces all others to be so
      obtain ⟨i₀, h₀⟩ := not_forall.mp hint
      obtain ⟨k, hk⟩ := h i₀ i₀
      obtain ⟨r, hr | hr⟩ := Int.even_or_odd' k
      · rw [hr] at hk
        push_cast at hk
        exact (h₀ ⟨r, by linarith⟩).elim
      · rw [hr] at hk
        push_cast at hk
        choose m hm using h i₀
        refine Or.inr ⟨fun j => m j - r - 1, fun j => ?_⟩
        have hj := hm j
        push_cast
        linarith
  · rintro (⟨m, hm⟩ | ⟨m, hm⟩) x ⟨p, ⟨q, hq⟩, hp⟩
    · exact ⟨∑ i, m i * p i, by simp [dotProduct, hm, hp]⟩
    · -- the half-shift contributes half of an even coordinate sum
      have hq' : ∑ i, (p i : ℝ) = q + q := by exact_mod_cast hq
      refine ⟨∑ i, m i * p i + q, ?_⟩
      simp only [dotProduct, hm, hp, add_mul, Finset.sum_add_distrib, ← Finset.mul_sum, hq']
      push_cast
      ring
```

The proof follows the same division into cases. `Int.even_or_odd'` separates $k=2r$ from $k=2r+1$, and `choose` collects the integers $m_j$ into one function. In the last case, evenness appears as `hq'`, which replaces the coordinate sum by `q + q`.

Without evenness the lattice is $\mathbb Z^n$. For $n\ge1$ the half-shifted vectors then drop out of the dual, because $(\frac12,\dots,\frac12)\cdot e_1=\frac12$.

## The body centre among the lattice points

For the reverse duality, let $x$ have an integer dot product with every vector of the centred lattice. The unit vectors give $x_i=m_i$ with $m_i$ an integer. The body centre gives

$$x\cdot(\tfrac12,\dots,\tfrac12)=\tfrac12\sum_i m_i=k\in\mathbb Z,$$

so $\sum_i m_i=2k$ is even and $x$ lies in $D_n$. Conversely, if $x$ is in $D_n$ and $y$ in the centred lattice, the previous theorem says that $y\cdot x$ is an integer, and the dot product is symmetric.

```lean
/-- In any finite dimension, the dual of the body-centred hypercubic lattice is `D_n`. -/
theorem dual_centredLattice : dualLattice (centredLattice ι) = evenSumLattice ι := by
  classical
  ext x
  constructor
  · intro hx
    -- unit vectors make the coordinates integers
    have hi : ∀ i, ∃ m : ℤ, x i = m := by
      intro i
      have hmem : (fun l => if l = i then (1 : ℝ) else 0) ∈ centredLattice ι :=
        Or.inl ⟨fun l => if l = i then 1 else 0, fun l => by simp⟩
      obtain ⟨k, hk⟩ := hx _ hmem
      exact ⟨k, by rw [← hk]; simp [dotProduct]⟩
    choose m hm using hi
    -- the body centre makes their sum even
    have hhalf : (fun _ => (1 / 2 : ℝ)) ∈ centredLattice ι :=
      Or.inr ⟨fun _ => 0, fun _ => by simp⟩
    obtain ⟨k, hk⟩ := hx _ hhalf
    refine ⟨m, ⟨k, ?_⟩, hm⟩
    have hsum : ∑ i, (m i : ℝ) = k + k := by
      simp only [dotProduct, hm, ← Finset.sum_mul] at hk
      linarith
    exact_mod_cast hsum
  · intro hx y hy
    rw [← dual_evenSumLattice] at hy
    obtain ⟨k, hk⟩ := hy x hx
    exact ⟨k, by rw [dotProduct_comm]; exact hk⟩
```

In the code, `hi` records the test against unit vectors and `hhalf` the membership of the body centre. The converse rewrites with `dual_evenSumLattice` and then exchanges the factors by `dotProduct_comm`. Without the body centre there would be no parity condition, and the dual would be all of $\mathbb Z^n$.

## Unit phase at every lattice point

The condition $e^{i\mathbf k\cdot x}=1$ at all lattice points says that the plane wave repeats with the lattice. It fixes the convention in which wave vectors carry the factor $2\pi$. For real $\theta$, $e^{i\theta}=\cos\theta+i\sin\theta$ equals one exactly when $\cos\theta=1$ and $\sin\theta=0$, that is, when $\theta$ is an integer multiple of $2\pi$.

```lean
/-- A phase factor equals one exactly when its angle is an integer multiple of `2π`. -/
theorem phase_eq_one_iff (θ : ℝ) :
    Complex.exp ((θ : ℂ) * Complex.I) = 1 ↔ ∃ n : ℤ, θ = 2 * π * n := by
  rw [Complex.exp_eq_one_iff]
  constructor
  · rintro ⟨n, hn⟩
    refine ⟨n, Complex.ofReal_injective ?_⟩
    apply mul_right_cancel₀ Complex.I_ne_zero
    rw [hn]
    push_cast
    ring
  · rintro ⟨n, rfl⟩
    exact ⟨n, by push_cast; ring⟩
```

The proof takes the complex criterion `Complex.exp_eq_one_iff`, cancels the factor $i$, and returns to the real numbers by injectivity of their embedding. With waves written as $e^{2\pi i\mathbf k\cdot x}$ instead, the factor $2\pi$ would disappear and the reciprocal cube edge would be $2/a$.

## A nonzero cube edge

Let the points of a crystal be $x=cu$ with $u$ in $L$ and $c\ne0$. By the phase criterion, $\mathbf k$ is a reciprocal vector exactly when $c\,\mathbf k\cdot u$ is an integer multiple of $2\pi$ for every $u$ in $L$. Dividing by $2\pi$, this says that $y=\frac{c}{2\pi}\mathbf k$ lies in the dual of $L$. Since $c\ne0$, the relation can be inverted to $\mathbf k=\frac{2\pi}{c}y$.

```lean
/-- The reciprocal lattice of `L` scaled by a nonzero real number `c` is the dual of `L` scaled by
`2π / c`. -/
theorem reciprocal_scaled {c : ℝ} (hc : c ≠ 0) (L : Set (ι → ℝ)) :
    reciprocalLattice (scaled c L) = scaled (2 * π / c) (dualLattice L) := by
  have hπ : π ≠ 0 := Real.pi_ne_zero
  ext k
  constructor
  · intro hk
    refine ⟨(c / (2 * π)) • k, ?_, ?_⟩
    · intro u hu
      obtain ⟨n, hn⟩ := (phase_eq_one_iff _).1 (hk (c • u) ⟨u, hu, rfl⟩)
      refine ⟨n, ?_⟩
      rw [dotProduct_smul, smul_eq_mul] at hn
      rw [smul_dotProduct, smul_eq_mul, div_mul_eq_mul_div, hn]
      field_simp
    · have h1 : 2 * π / c * (c / (2 * π)) = 1 := by field_simp
      rw [smul_smul, h1, one_smul]
  · rintro ⟨y, hy, rfl⟩ x ⟨u, hu, rfl⟩
    obtain ⟨n, hn⟩ := hy u hu
    refine (phase_eq_one_iff _).2 ⟨n, ?_⟩
    rw [smul_dotProduct, dotProduct_smul, smul_eq_mul, smul_eq_mul, hn]
    field_simp
```

The first half of the proof supplies this $y$ as the witness `(c / (2 * π)) • k`; the second half starts from $y$ and computes the phase. The hypothesis `hc` lets `field_simp` cancel $c$ in both.

For fcc, $c=a/2$ and $L=D_3$. The dual is the centred lattice, and the scale is $2\pi/(a/2)=4\pi/a$, which is the edge of the bcc cube.

```lean
/-- The reciprocal lattice of the fcc lattice with cube edge `a` is the bcc lattice with
cube edge `4π / a`. -/
theorem reciprocal_fcc {a : ℝ} (ha : a ≠ 0) :
    reciprocalLattice (fcc a) = bcc (4 * π / a) := by
  have h : 2 * π / (a / 2) = 4 * π / a := by ring
  rw [fcc, bcc, reciprocal_scaled (div_ne_zero ha two_ne_zero), dual_evenSumLattice, h]
```

For bcc, $c=a$ and $L$ is the centred lattice. The dual is $D_3$, with scale $2\pi/a=\frac12\cdot\frac{4\pi}{a}$. Since `fcc` multiplies $D_3$ by half its cube edge, that edge is $4\pi/a$.

```lean
/-- The reciprocal lattice of the bcc lattice with cube edge `a` is the fcc lattice with
cube edge `4π / a`. -/
theorem reciprocal_bcc {a : ℝ} (ha : a ≠ 0) :
    reciprocalLattice (bcc a) = fcc (4 * π / a) := by
  have h : 2 * π / a = 4 * π / a / 2 := by ring
  rw [fcc, bcc, reciprocal_scaled ha, dual_centredLattice, h]

end

end FccBccDuality
```

Both proofs substitute the matching duality into `reciprocal_scaled` and use `h` for the arithmetic of the edge.

A physical cube edge is positive, but the theorems need only `a ≠ 0`: a negative value describes the same lattice, because both lattices are symmetric under inversion. At $a=0$ the crystal collapses to the origin and every wave vector satisfies the phase condition. The equalities then fail, since Lean sets $4\pi/0=0$ and the right-hand sides contain only the zero vector.

```lean
#print axioms FccBccDuality.reciprocal_fcc
#print axioms FccBccDuality.reciprocal_bcc
```

```
'FccBccDuality.reciprocal_fcc' depends on axioms: [propext, Classical.choice, Quot.sound]
'FccBccDuality.reciprocal_bcc' depends on axioms: [propext, Classical.choice, Quot.sound]
```
